# On-site corrections restore the norm, ⟨1/r⟩ and ⟨r²⟩ of a smoothed hydrogen 1s orbital

A projector augmented-wave (PAW) calculation works with orbitals that have been smoothed near each nucleus. The integrals for an orbital's norm, its attraction to the nucleus and its mean square radius all include the region where the smoothing was done, so the smooth orbital alone can give them wrongly. The operator transformation adds a correction computed inside an augmentation sphere around the nucleus.

Here this is worked out for the hydrogen 1s orbital in atomic units, with r the distance from the nucleus and R the radius of the sphere. The all-electron function and its smooth partner are

φ(r) = exp(−r)

φ̃(r) = exp(−R) · (1 + (R² − r²)/(2R)) for r ≤ R, and φ̃(r) = φ(r) for r > R.

The parabola meets φ at R with the same value and slope. For a local radial operator w(r), the smooth part and the on-site correction are

S = ∫₀^∞ 4r² φ̃² w dr

C = ∫₀^R 4r² (φ² − φ̃²) w dr.

The claim is that S + C equals the all-electron value A = ∫₀^∞ 4r² φ² w dr whenever this integral converges absolutely. For w = 1, 1/r and r² the value A is 1, 1 and 3, and S alone is strictly smaller.

```lean
import Mathlib

open MeasureTheory Set

namespace PAWOperatorTransformation

noncomputable section
```

In Lean, φ is `phi` and φ̃ is `phiSmooth R`.

```lean
/-- The all-electron function: the hydrogen 1s orbital `exp (-r)`, up to normalisation. -/
def phi (r : ℝ) : ℝ := Real.exp (-r)

/-- The smooth function for an augmentation radius `R > 0`: a parabola up to `R`,
and the all-electron function beyond. -/
def phiSmooth (R r : ℝ) : ℝ :=
  if r ≤ R then Real.exp (-R) * (1 + (R ^ 2 - r ^ 2) / (2 * R)) else Real.exp (-r)
```

The normalised orbital is exp(−r)/√π. The factor 1/π in its square and the volume element 4πr² dr combine into the weight 4r², so `expval phi w` is the usual expectation value A. The smooth part S is `expval (phiSmooth R) w`; despite the name, it is not divided by the norm of φ̃.

```lean
/-- The radial integral of a local operator `w` in the function `u`, with weight `4 r ^ 2`. -/
def expval (u w : ℝ → ℝ) : ℝ := ∫ r in Ioi (0 : ℝ), 4 * r ^ 2 * u r ^ 2 * w r
```

The correction C is `onsite R w`.

```lean
/-- The on-site correction: all-electron minus smooth contribution inside the sphere. -/
def onsite (R : ℝ) (w : ℝ → ℝ) : ℝ :=
  ∫ r in (0 : ℝ)..R, 4 * r ^ 2 * (phi r ^ 2 - phiSmooth R r ^ 2) * w r
```

In a full PAW calculation, projectors supply the coefficients of several partial waves in each sphere. Here the smooth orbital is itself the single smooth partial wave, with coefficient one. For a general orbital, the usual derivation assumes that the smooth orbital is completely expanded in the smooth partial waves inside each sphere; that assumption is not examined here. The operators are local and radial, so the kinetic energy, for instance, is not among them.

## A sphere of positive radius

The hypothesis `0 < R` says that there is a region in which the orbital has been smoothed. For R = 1 the parabola takes a simple form.

```lean
/-- For augmentation radius 1 the parabola is `(3 - r ^ 2) / (2 e)`. -/
theorem phiSmooth_one {r : ℝ} (h : r ≤ 1) :
    phiSmooth 1 r = (3 - r ^ 2) / (2 * Real.exp 1) := by
  rw [phiSmooth, if_pos h, Real.exp_neg]
  ring
```

From R outwards the two functions agree, including at R itself.

```lean
/-- From the augmentation radius outwards the smooth and all-electron functions agree. -/
theorem phiSmooth_of_ge {R r : ℝ} (h : R ≤ r) : phiSmooth R r = phi r := by
  rcases h.eq_or_lt with h | h
  · subst h
    simp [phiSmooth, phi]
  · simp [phiSmooth, phi, not_le.2 h]
```

Inside, for 0 < r < R, the smooth function lies below the all-electron one. By hand,

(R² − r²)/(2R) = (R − r) − (R − r)²/(2R) < R − r,

and exp(s) ≥ 1 + s with s = R − r gives

φ̃(r) < exp(−R) · (1 + R − r) ≤ exp(−R) · exp(R − r) = φ(r).

In the proof, `h2` is the first line, `h1` is the exponential inequality, and `e` is the factorisation of exp(−r).

```lean
/-- Inside the augmentation sphere, at `0 < r < R`, the smooth function lies strictly below
the all-electron function. -/
theorem phiSmooth_lt {R r : ℝ} (hr : 0 < r) (h : r < R) : phiSmooth R r < phi r := by
  have hR : 0 < R := hr.trans h
  have e : Real.exp (-r) = Real.exp (-R) * Real.exp (R - r) := by
    rw [← Real.exp_add]
    congr 1
    ring
  have h1 := Real.add_one_le_exp (R - r)
  have h2 : (R ^ 2 - r ^ 2) / (2 * R) < R - r := by
    rw [div_lt_iff₀ (by positivity)]
    nlinarith [pow_pos (sub_pos.2 h) 2]
  rw [phiSmooth, if_pos h.le, phi, e]
  exact mul_lt_mul_of_pos_left (by linarith) (Real.exp_pos _)
```

The smooth function is also positive, since R² − r² ≥ 0 up to R and an exponential takes over beyond. Hence φ̃² < φ² inside the sphere.

```lean
/-- The smooth function is positive at every `r > 0`. -/
theorem phiSmooth_pos {R r : ℝ} (hr : 0 < r) : 0 < phiSmooth R r := by
  by_cases h : r ≤ R
  · have hR : 0 < R := hr.trans_le h
    have h1 : 0 ≤ R ^ 2 - r ^ 2 := by nlinarith
    rw [phiSmooth, if_pos h]
    positivity
  · rw [phiSmooth, if_neg h]
    exact Real.exp_pos _
```

If R ≤ 0, the two functions coincide at every r > 0. The correction is then zero, and S equals A instead of lying below it.

## A finite all-electron value

The hypothesis `hw` requires 4r²φ²w to be integrable over r > 0. Physically, the operator has a finite, absolutely convergent expectation value in the true orbital. Nothing is assumed about the smooth orbital, because 0 < φ̃ ≤ φ gives

|4r² φ̃² w| ≤ |4r² φ² w|,

so S converges whenever A does.

`smooth_integrable` follows this argument. `Integrable.mono` asks for the bound and for measurability. The latter comes from writing the smooth integrand as (φ̃/φ)² times the all-electron one, so w needs no separate measurability assumption.

```lean
/-- If the all-electron integrand of an operator is integrable, so is the smooth one. -/
theorem smooth_integrable (R : ℝ) {w : ℝ → ℝ}
    (hw : IntegrableOn (fun r => 4 * r ^ 2 * phi r ^ 2 * w r) (Ioi 0)) :
    IntegrableOn (fun r => 4 * r ^ 2 * phiSmooth R r ^ 2 * w r) (Ioi 0) := by
  have hm : Measurable (phiSmooth R) := by
    unfold phiSmooth
    exact Measurable.ite measurableSet_Iic (by fun_prop) (by fun_prop)
  have hp : Measurable phi := by
    unfold phi
    fun_prop
  refine Integrable.mono hw ?_ ?_
  · have h2 : Measurable fun r => (phiSmooth R r / phi r) ^ 2 := (hm.div hp).pow_const 2
    refine (h2.aestronglyMeasurable.mul
      (Integrable.aestronglyMeasurable hw)).congr (Filter.Eventually.of_forall fun r => ?_)
    have h0 : phi r ≠ 0 := (Real.exp_pos _).ne'
    show (phiSmooth R r / phi r) ^ 2 * (4 * r ^ 2 * phi r ^ 2 * w r)
      = 4 * r ^ 2 * phiSmooth R r ^ 2 * w r
    field_simp
  · -- domination by the all-electron integrand
    refine (ae_restrict_iff' measurableSet_Ioi).2 (Filter.Eventually.of_forall fun r hr => ?_)
    have h : ‖phiSmooth R r‖ ≤ ‖phi r‖ := by
      rw [Real.norm_of_nonneg (phiSmooth_pos hr).le,
        Real.norm_of_nonneg (show 0 ≤ phi r from (Real.exp_pos (-r)).le)]
      rcases lt_or_ge r R with h | h
      · exact (phiSmooth_lt hr h).le
      · exact (phiSmooth_of_ge h).le
    simp only [norm_mul, norm_pow]
    gcongr
```

With both integrals convergent, the identity takes two steps. The integrand of C vanishes beyond R, so its range can be extended, and the integral can then be split:

C = ∫₀^∞ 4r² (φ² − φ̃²) w dr = A − S.

In `smooth_add_onsite`, `h1` is the extension and `h2` the splitting, where `integral_sub` needs both integrability facts. The sign of w plays no part.

```lean
/-- Operator transformation: for `R > 0` and an operator with integrable all-electron
integrand, smooth part plus on-site correction is the all-electron value. -/
theorem smooth_add_onsite {R : ℝ} (hR : 0 < R) {w : ℝ → ℝ}
    (hw : IntegrableOn (fun r => 4 * r ^ 2 * phi r ^ 2 * w r) (Ioi 0)) :
    expval (phiSmooth R) w + onsite R w = expval phi w := by
  -- the correction vanishes outside the sphere, so it extends to the half line
  have h1 : onsite R w =
      ∫ r in Ioi (0 : ℝ), 4 * r ^ 2 * (phi r ^ 2 - phiSmooth R r ^ 2) * w r := by
    rw [onsite, intervalIntegral.integral_of_le hR.le]
    refine (setIntegral_eq_of_subset_of_forall_sdiff_eq_zero measurableSet_Ioi
      Ioc_subset_Ioi_self (fun r hr => ?_)).symm
    have h : R ≤ r := by
      by_contra h
      exact hr.2 ⟨hr.1, (not_le.1 h).le⟩
    simp [phiSmooth_of_ge h]
  have h2 : (∫ r in Ioi (0 : ℝ), 4 * r ^ 2 * (phi r ^ 2 - phiSmooth R r ^ 2) * w r)
      = expval phi w - expval (phiSmooth R) w := by
    rw [expval, expval, ← integral_sub hw (smooth_integrable R hw)]
    refine integral_congr_ae (Filter.Eventually.of_forall fun r => ?_)
    beta_reduce
    ring
  rw [h1, h2]
  ring
```

For w = exp(2r) the all-electron integrand is 4r², and both A and S diverge, while C is finite and positive. Lean assigns the value 0 to a divergent integral, so the identity would then equate a positive number with 0.

## An operator that is positive inside the sphere

The hypothesis `hpos` asks for w(r) > 0 at 0 < r < R. It is needed only for the direction of the error. Each factor of 4r² (φ² − φ̃²) w is then positive inside the sphere, so C > 0 and

S = A − C < A.

The proof of `smooth_lt` first shows that the integrand of C is integrable (`hi`), then that its integral over an interval of positive length is positive (`h`), and ends with the identity above.

```lean
/-- For `R > 0` and an operator that is positive inside the sphere and has integrable
all-electron integrand, the smooth part alone is strictly too small. -/
theorem smooth_lt {R : ℝ} (hR : 0 < R) {w : ℝ → ℝ}
    (hw : IntegrableOn (fun r => 4 * r ^ 2 * phi r ^ 2 * w r) (Ioi 0))
    (hpos : ∀ r ∈ Ioo 0 R, 0 < w r) : expval (phiSmooth R) w < expval phi w := by
  have hi : IntegrableOn
      (fun r => 4 * r ^ 2 * (phi r ^ 2 - phiSmooth R r ^ 2) * w r) (Ioi 0) := by
    refine (Integrable.sub hw (smooth_integrable R hw)).congr
      (Filter.Eventually.of_forall fun r => ?_)
    show 4 * r ^ 2 * phi r ^ 2 * w r - 4 * r ^ 2 * phiSmooth R r ^ 2 * w r
      = 4 * r ^ 2 * (phi r ^ 2 - phiSmooth R r ^ 2) * w r
    ring
  have h : 0 < onsite R w := by
    refine intervalIntegral.intervalIntegral_pos_of_pos_on
      ((intervalIntegrable_iff_integrableOn_Ioc_of_le hR.le).2
        (hi.mono_set Ioc_subset_Ioi_self)) (fun r hr => ?_) hR
    have h0 : 0 < r := hr.1
    have a := phiSmooth_lt h0 hr.2
    have b := phiSmooth_pos (R := R) h0
    have c : 0 < phi r ^ 2 - phiSmooth R r ^ 2 := by nlinarith
    exact mul_pos (mul_pos (by positivity) c) (hpos r hr)
  linarith [smooth_add_onsite hR hw]
```

The nuclear attraction −1/r violates the hypothesis, and the inequality turns round: the smooth orbital alone gives too weak an attraction. If w vanishes throughout the sphere, then C = 0 and S = A, so w ≥ 0 is not enough for a strict inequality.

## An operator that is a power of r

The closed values below use one more hypothesis, r² w(r) = r^n at every r > 0, with n a natural number. The operator is therefore r^(n−2), and n is not the principal quantum number. The value of w at r = 0 doesn't matter. Since φ² = exp(−2r), the substitution t = 2r gives

A = 4 ∫₀^∞ r^n exp(−2r) dr = (4/2^(n+1)) ∫₀^∞ t^n exp(−t) dt = 4 n!/2^(n+1).

This hypothesis also supplies the two previous ones. Such an operator is positive at r > 0, and its all-electron integral converges.

In `power_operator`, `h` is the Gamma integral and `hv` the resulting value of A. Integrability, `hi`, is then read off from the value: in Lean a non-integrable function would have integral 0, and A is positive. The last lines deduce w > 0 from r² w = r^n > 0 and apply the two general theorems.

```lean
/-- For `R > 0` and an operator with `r ^ 2 * w r = r ^ n` at `r > 0`, the corrected value is
`4 n! / 2 ^ (n + 1)`, and the smooth part alone is strictly smaller. -/
theorem power_operator {R : ℝ} (hR : 0 < R) (n : ℕ) (w : ℝ → ℝ)
    (hw : ∀ r, 0 < r → r ^ 2 * w r = r ^ n) :
    expval (phiSmooth R) w + onsite R w = 4 * (n.factorial : ℝ) / 2 ^ (n + 1) ∧
      expval (phiSmooth R) w < 4 * (n.factorial : ℝ) / 2 ^ (n + 1) := by
  -- the Gamma integral
  have h := Real.integral_rpow_mul_exp_neg_mul_Ioi (a := (n : ℝ) + 1) (r := 2)
    (by positivity) (by norm_num)
  have e : ((1 : ℝ) / 2) ^ ((n : ℝ) + 1) = 1 / 2 ^ (n + 1) := by
    have e' : (n : ℝ) + 1 = ((n + 1 : ℕ) : ℝ) := (Nat.cast_succ n).symm
    rw [e', Real.rpow_natCast, one_div_pow]
  rw [Real.Gamma_nat_eq_factorial, e] at h
  simp only [add_sub_cancel_right, Real.rpow_natCast] at h
  have hv : expval phi w = 4 * (n.factorial : ℝ) / 2 ^ (n + 1) := by
    have hc : expval phi w = ∫ r in Ioi (0 : ℝ), 4 * (r ^ n * Real.exp (-(2 * r))) := by
      refine setIntegral_congr_fun measurableSet_Ioi fun r hr => ?_
      have hx : Real.exp (-(2 * r)) = phi r ^ 2 := by
        rw [phi, sq, ← Real.exp_add]
        congr 1
        ring
      rw [hx, ← hw r hr]
      ring
    rw [hc, integral_const_mul, h]
    ring
  -- a non-zero integral belongs to an integrable function
  have hi : IntegrableOn (fun r => 4 * r ^ 2 * phi r ^ 2 * w r) (Ioi 0) := by
    by_contra hn
    have h0 : expval phi w = 0 := integral_undef hn
    have h1 : 0 < 4 * (n.factorial : ℝ) / 2 ^ (n + 1) := by positivity
    linarith
  rw [← hv]
  refine ⟨smooth_add_onsite hR hi, smooth_lt hR hi fun r hr => ?_⟩
  have h0 : 0 < r := hr.1
  have h1 : 0 < r ^ 2 * w r := by
    rw [hw r h0]
    positivity
  exact (mul_pos_iff_of_pos_left (by positivity)).1 h1
```

The smallest case is n = 0, the operator 1/r². The corrected value is 4 · 0!/2 = 2, and the smooth part is below 2. The next inverse power, 1/r³, has no such n, and its all-electron integral diverges at the nucleus.

The three operators of the opening claim are w = 1 with n = 2, w = 1/r with n = 1, and w = r² with n = 4:

4 · 2!/2³ = 1, 4 · 1!/2² = 1, 4 · 4!/2⁵ = 3.

The last theorem states, for every R > 0, that `expval (phiSmooth R) w + onsite R w` has these values and that `expval (phiSmooth R) w` is strictly smaller in each case. Its proof applies `power_operator` three times and evaluates the factorials.

```lean
/-- For every augmentation radius `R > 0` the corrected values of `1`, `1 / r` and `r ^ 2` are
`1`, `1` and `3`, and each smooth part alone is strictly smaller. -/
theorem norm_coulomb_and_square_radius {R : ℝ} (hR : 0 < R) :
    (expval (phiSmooth R) (fun _ => 1) + onsite R (fun _ => 1) = 1 ∧
      expval (phiSmooth R) (fun _ => 1) < 1) ∧
    (expval (phiSmooth R) (fun r => 1 / r) + onsite R (fun r => 1 / r) = 1 ∧
      expval (phiSmooth R) (fun r => 1 / r) < 1) ∧
    (expval (phiSmooth R) (fun r => r ^ 2) + onsite R (fun r => r ^ 2) = 3 ∧
      expval (phiSmooth R) (fun r => r ^ 2) < 3) := by
  have a := power_operator hR 2 (fun _ => 1) (fun r _ => by ring)
  have b := power_operator hR 1 (fun r => 1 / r) (fun r hr => by
    have h0 : r ≠ 0 := hr.ne'
    field_simp)
  have c := power_operator hR 4 (fun r => r ^ 2) (fun r _ => by ring)
  have ea : 4 * ((Nat.factorial 2 : ℕ) : ℝ) / 2 ^ (2 + 1) = 1 := by norm_num [Nat.factorial]
  have eb : 4 * ((Nat.factorial 1 : ℕ) : ℝ) / 2 ^ (1 + 1) = 1 := by norm_num [Nat.factorial]
  have ec : 4 * ((Nat.factorial 4 : ℕ) : ℝ) / 2 ^ (4 + 1) = 3 := by norm_num [Nat.factorial]
  rw [ea] at a
  rw [eb] at b
  rw [ec] at c
  exact ⟨a, b, c⟩

end

end PAWOperatorTransformation
```

For w = 1 the inequality says that the smooth orbital carries less than one electron, and the on-site term supplies the missing charge. Electronic-structure codes based on PAW also use on-site corrections, but with several partial waves in each sphere and usually with a smoothed nuclear potential in the smooth part. The version here has one electron, one sphere, one partial wave and the same w in both parts.

```lean
#print axioms PAWOperatorTransformation.phiSmooth_one
#print axioms PAWOperatorTransformation.smooth_add_onsite
#print axioms PAWOperatorTransformation.norm_coulomb_and_square_radius
```

```
'PAWOperatorTransformation.phiSmooth_one' depends on axioms: [propext, Classical.choice, Quot.sound]
'PAWOperatorTransformation.smooth_add_onsite' depends on axioms: [propext, Classical.choice, Quot.sound]
'PAWOperatorTransformation.norm_coulomb_and_square_radius' depends on axioms: [propext, Classical.choice, Quot.sound]
```
